# For two or more real orbitals, the U, U′, J interaction is rotation invariant exactly when U = U′ + 2J

When a multi-orbital Hubbard model is set up, a common step is to choose $U$ and $J$ and then set $U'=U-2J$. For two electrons on one site, with the same three constants for all orbitals and with exchange and pair hopping both included at strength $J$, this choice makes the interaction independent of the real orthonormal orbital basis in which it is written.

## One U, one U′ and one J for all orbitals

Let $M$ be the number of orbitals, labelled by the finite type `n`. A two-electron state is a real matrix $\Psi$, where $\Psi_{ab}$ is the amplitude for electron 1 in orbital $a$ and electron 2 in $b$. The constants stand for Coulomb integrals: $U$ is the repulsion within one orbital, $U'$ that between different orbitals, and $J$ the exchange integral. For real orbitals, $J$ is also the pair-hopping integral. No signs are assumed.

In Lean 4 with Mathlib:

```lean
import Mathlib

open Matrix

namespace OrbitalRotationInvariance

noncomputable section

variable {n : Type*} [Fintype n] [DecidableEq n]

/-- The matrix element `⟨ab|W|cd⟩`: direct energy `U` for equal and `U'` for different
orbitals, and `J` for exchange `ab ↔ ba` and for pair hopping `aa ↔ bb`. -/
def element (U U' J : ℝ) (a b c d : n) : ℝ :=
  if a = c ∧ b = d then (if a = b then U else U')
  else if (a = d ∧ b = c) ∨ (a = b ∧ c = d) then J else 0

/-- The interaction `W` acting on the amplitudes `Ψ a b` of a two-electron state. -/
def interaction (U U' J : ℝ) (Ψ : Matrix n n ℝ) : Matrix n n ℝ :=
  Matrix.of fun a b => ∑ c, ∑ d, element U U' J a b c d * Ψ c d
```

A change of orbitals $Q$ acts on both electrons, $\Psi\mapsto Q\Psi Q^T$. Write $D(\Psi)$ for the diagonal part of $\Psi$, in which both electrons share a basis orbital; this is `onsite`.

```lean
/-- The action of `Q ⊗ Q` on two-electron amplitudes. -/
def rotate (Q Ψ : Matrix n n ℝ) : Matrix n n ℝ := Q * Ψ * Qᵀ

/-- The part of a two-electron state in which both electrons share a basis orbital. -/
def onsite (Ψ : Matrix n n ℝ) : Matrix n n ℝ := Matrix.diagonal fun a => Ψ a a
```

The next two definitions serve the energy of a doubly occupied orbital and the test orbitals. The lemma after them confirms that `rotate` is $Q\otimes Q$ on product states, since $Q(xy^T)Q^T=(Qx)(Qy)^T$.

```lean
/-- The energy expression `⟨xx|W|xx⟩` of two electrons in the same orbital `x`. -/
def pairEnergy (U U' J : ℝ) (x : n → ℝ) : ℝ :=
  ∑ a, ∑ b, x a * x b * interaction U U' J (vecMulVec x x) a b

/-- The orbital with amplitude `s` on `i`, amplitude `t` on a different orbital `j`,
and zero elsewhere. -/
def mix (i j : n) (s t : ℝ) : n → ℝ :=
  fun k => if k = i then s else if k = j then t else 0

omit [DecidableEq n] in
/-- On a product state, `rotate Q` rotates the orbital of each electron by `Q`. -/
theorem rotate_product (Q : Matrix n n ℝ) (x y : n → ℝ) :
    rotate Q (vecMulVec x y) = vecMulVec (Q *ᵥ x) (Q *ᵥ y) := by
  ext a b
  simp only [rotate, Matrix.mul_apply, vecMulVec_apply, Matrix.mulVec, dotProduct,
    Matrix.transpose_apply]
  rw [Finset.mul_sum]
  refine Finset.sum_congr rfl fun k _ => ?_
  rw [Finset.sum_mul, Finset.sum_mul]
  exact Finset.sum_congr rfl fun l _ => by ring
```

Summing the matrix elements gives, for $a\ne b$,
$$(W\Psi)_{ab}=U'\Psi_{ab}+J\Psi_{ba},$$
and on the diagonal
$$(W\Psi)_{aa}=U\Psi_{aa}+J\sum_{c\ne a}\Psi_{cc}=(U-J)\Psi_{aa}+J\,\mathrm{tr}\,\Psi .$$
The expression $U'\Psi+J\Psi^T+J\,\mathrm{tr}(\Psi)\,1$ reproduces the off-diagonal entries. On the diagonal it gives $(U'+J)\Psi_{aa}+J\,\mathrm{tr}\,\Psi$, so $(U-U'-2J)\Psi_{aa}$ is missing. With $K=U-U'-2J$,
$$W\Psi=U'\Psi+J\Psi^T+J\,\mathrm{tr}(\Psi)\,1+K\,D(\Psi).$$

It is here that a factor of two is easily lost. The transpose and the trace each contribute one $J\Psi_{aa}$ to the diagonal; whoever counts only one of them arrives at the wrong condition $U=U'+J$.

In the proof, `he` splits each matrix element into these four contributions by cases on which labels coincide. The sums then collapse, separately for diagonal and off-diagonal entries.

```lean
/-- `W` is a sum of a constant, electron exchange, a trace term, and an on-site term
of strength `U - U' - 2J`. -/
theorem interaction_eq (U U' J : ℝ) (Ψ : Matrix n n ℝ) :
    interaction U U' J Ψ = U' • Ψ + J • Ψᵀ + (J * Ψ.trace) • (1 : Matrix n n ℝ)
      + (U - U' - 2 * J) • onsite Ψ := by
  -- split each matrix element into its four contributions
  have he : ∀ a b c d : n, element U U' J a b c d =
      (if b = d then (if a = c then U' else 0) else 0)
      + (if a = d then (if b = c then J else 0) else 0)
      + (if c = d then (if a = b then J else 0) else 0)
      + (if c = d then (if a = c then (if a = b then U - U' - 2 * J else 0) else 0)
          else 0) := by
    intro a b c d
    unfold element
    by_cases hab : a = b <;> by_cases hcd : c = d <;> by_cases hac : a = c <;>
      by_cases hbd : b = d <;> by_cases had : a = d <;> by_cases hbc : b = c <;>
      simp_all
    ring
  ext a b
  by_cases h : a = b
  · subst h
    simp [interaction, he, onsite, add_mul, ite_mul, Finset.sum_add_distrib,
      Matrix.trace, Finset.mul_sum]
  · simp [interaction, he, onsite, add_mul, ite_mul, Finset.sum_add_distrib, h]
```

If pair hopping had its own constant $J_p$, the same bookkeeping would give $U=U'+J+J_p$ as the condition.

## Orthogonal changes of orbitals

The hypothesis `Q * Qᵀ = 1` says that the new orbitals are again real and orthonormal. For a square matrix it also gives $Q^TQ=1$. By hand, it enters through the trace term:
$$\mathrm{tr}(Q\Psi Q^T)=\mathrm{tr}(Q^TQ\Psi)=\mathrm{tr}\,\Psi,\qquad Q\,1\,Q^T=1 .$$
The transpose term needs no such condition, because $(Q\Psi Q^T)^T=Q\Psi^TQ^T$. The first three terms of $W$ therefore commute with the rotation, which leaves
$$W(Q\Psi Q^T)-Q(W\Psi)Q^T=K\,[D(Q\Psi Q^T)-Q\,D(\Psi)\,Q^T].$$
The trace and transpose identities are `htr` and `hT` in the proof, and `module` collects the terms.

```lean
/-- For orthogonal `Q`, the commutator of `W` with `Q ⊗ Q` is `U - U' - 2J` times
that of the on-site projection. -/
theorem commutator_eq (U U' J : ℝ) (Q Ψ : Matrix n n ℝ) (hQ : Q * Qᵀ = 1) :
    interaction U U' J (rotate Q Ψ) - rotate Q (interaction U U' J Ψ)
      = (U - U' - 2 * J) • (onsite (rotate Q Ψ) - rotate Q (onsite Ψ)) := by
  have hQ' : Qᵀ * Q = 1 := mul_eq_one_comm.mp hQ
  have htr : (rotate Q Ψ).trace = Ψ.trace := by
    rw [rotate, Matrix.trace_mul_comm, ← Matrix.mul_assoc, hQ', Matrix.one_mul]
  have hT : (rotate Q Ψ)ᵀ = rotate Q Ψᵀ := by
    simp only [rotate, Matrix.transpose_mul, Matrix.transpose_transpose, Matrix.mul_assoc]
  rw [interaction_eq, interaction_eq, htr, hT]
  simp only [rotate, Matrix.mul_add, Matrix.add_mul, Matrix.mul_smul, Matrix.smul_mul,
    Matrix.mul_one, hQ]
  module
```

Invertibility of $Q$ alone would not suffice when $J\neq0$. Take $M=2$, $K=0$, $Q=\mathrm{diag}(2,1)$ and $\Psi=\mathrm{diag}(1,0)$: the trace term gives $4J\,1$ if one rotates first and $J\,\mathrm{diag}(4,1)$ if one rotates last.

## At least two orbitals

`Nontrivial n` means $M\ge2$, so that there are two different orbitals $i\ne j$ to mix. If $K=0$, the commutator vanishes for every orthogonal $Q$. For the converse, take $v=e_i+2e_j$, with $|v|^2=5$, and the reflection $Q=1-\tfrac25vv^T$. It is orthogonal because $(vv^T)^2=5vv^T$, and
$$Q_{ii}=\tfrac35,\qquad Q_{ji}=-\tfrac45 .$$
Apply it to the doubly occupied orbital $\Psi=e_ie_i^T$, for which $D(\Psi)=\Psi$. The $ij$ entry of $D(Q\Psi Q^T)$ is zero, while $(Q\Psi Q^T)_{ij}=Q_{ii}Q_{ji}=-\tfrac{12}{25}$. The commutator has the entry $\tfrac{12}{25}K$, and invariance forces $K=0$.

`sum_mix_pow` supplies the norm of $v$, and `exists_mixing` builds the reflection.

```lean
/-- For two different orbitals, the powers of the amplitudes of `mix i j s t` sum to
`s ^ m + t ^ m` when `m` is nonzero. -/
theorem sum_mix_pow {i j : n} (hij : i ≠ j) (s t : ℝ) {m : ℕ} (hm : m ≠ 0) :
    ∑ k, mix i j s t k ^ m = s ^ m + t ^ m := by
  have h : ∀ k, mix i j s t k ^ m
      = (if k = i then s ^ m else 0) + (if k = j then t ^ m else 0) := by
    intro k
    unfold mix
    by_cases h1 : k = i
    · subst h1
      simp [hij]
    · by_cases h2 : k = j
      · subst h2
        simp [h1]
      · simp [h1, h2, hm]
  simp only [h, Finset.sum_add_distrib]
  simp

/-- For any two different orbitals there is an orthogonal transformation that sends `i`
to a state with amplitudes `3/5` on `i` and `-4/5` on `j`. -/
theorem exists_mixing {i j : n} (hij : i ≠ j) :
    ∃ Q : Matrix n n ℝ, Q * Qᵀ = 1 ∧ Q i i = 3 / 5 ∧ Q j i = -4 / 5 := by
  obtain ⟨v, hi, hj, hv⟩ : ∃ v : n → ℝ, v i = 1 ∧ v j = 2 ∧ ∑ k, v k ^ 2 = 5 := by
    refine ⟨mix i j 1 2, by simp [mix], by simp [mix, hij.symm], ?_⟩
    rw [sum_mix_pow hij 1 2 two_ne_zero]
    norm_num
  have hV : vecMulVec v v * vecMulVec v v = (5 : ℝ) • vecMulVec v v := by
    ext a b
    simp only [Matrix.mul_apply, vecMulVec_apply, Matrix.smul_apply, smul_eq_mul]
    rw [← hv, Finset.sum_mul]
    exact Finset.sum_congr rfl fun k _ => by ring
  have hVT : (vecMulVec v v)ᵀ = vecMulVec v v := by
    ext a b
    simp only [Matrix.transpose_apply, vecMulVec_apply]
    ring
  -- the reflection in the hyperplane orthogonal to `v`
  refine ⟨1 - (2 / 5 : ℝ) • vecMulVec v v, ?_, ?_, ?_⟩
  · rw [Matrix.transpose_sub, Matrix.transpose_smul, Matrix.transpose_one, hVT]
    simp only [Matrix.mul_sub, Matrix.sub_mul, Matrix.mul_smul, Matrix.smul_mul,
      Matrix.mul_one, Matrix.one_mul, hV]
    module
  · simp only [Matrix.sub_apply, Matrix.smul_apply, vecMulVec_apply, Matrix.one_apply_eq,
      hi, smul_eq_mul]
    norm_num
  · simp only [Matrix.sub_apply, Matrix.smul_apply, vecMulVec_apply,
      Matrix.one_apply_ne hij.symm, hi, hj, smul_eq_mul]
    norm_num
```

The theorem says that $W$ and $Q\otimes Q$ commute on all amplitudes, for every orthogonal $Q$, exactly when $U=U'+2J$. In its proof, `hr` is the entry $-\tfrac{12}{25}$.

```lean
/-- With at least two orbitals, `W` commutes with `Q ⊗ Q` for every orthogonal `Q`
if and only if `U = U' + 2J`. -/
theorem rotation_invariant_iff [Nontrivial n] (U U' J : ℝ) :
    (∀ Q : Matrix n n ℝ, Q * Qᵀ = 1 → ∀ Ψ : Matrix n n ℝ,
      interaction U U' J (rotate Q Ψ) = rotate Q (interaction U U' J Ψ))
      ↔ U = U' + 2 * J := by
  constructor
  · intro h
    obtain ⟨i, j, hij⟩ := exists_pair_ne n
    obtain ⟨Q, hQ, hii, hji⟩ := exists_mixing hij
    -- test the commutator on the doubly occupied orbital `i`
    have hc := commutator_eq U U' J Q (Matrix.diagonal (Pi.single i 1)) hQ
    rw [h Q hQ, sub_self] at hc
    have hd : onsite (Matrix.diagonal (Pi.single i (1 : ℝ)))
        = Matrix.diagonal (Pi.single i 1) := by
      simp [onsite]
    have hr : rotate Q (Matrix.diagonal (Pi.single i 1)) i j = -12 / 25 := by
      rw [rotate, Matrix.mul_apply]
      simp only [Matrix.mul_diagonal, Matrix.transpose_apply, Pi.single_apply, mul_ite,
        ite_mul, mul_one, mul_zero, zero_mul, Finset.sum_ite_eq', Finset.mem_univ,
        if_true, hii, hji]
      norm_num
    have he := congrFun (congrFun hc i) j
    rw [hd, Matrix.smul_apply, Matrix.sub_apply, hr, onsite,
      Matrix.diagonal_apply_ne _ hij, Matrix.zero_apply, smul_eq_mul] at he
    linarith
  · intro h Q hQ Ψ
    have hK : U - U' - 2 * J = 0 := by linarith
    have hc := commutator_eq U U' J Q Ψ hQ
    rw [hK, zero_smul] at hc
    exact sub_eq_zero.mp hc
```

With a single orbital, $Q=\pm1$ and $W$ is multiplication by $U$, so invariance says nothing about $U'$ and $J$. For three $p$ orbitals, the rotations of space already give every orthogonal $3\times3$ matrix up to a sign, which cancels in $Q\Psi Q^T$. For five $d$ orbitals, they form only a small part of the orthogonal $5\times5$ matrices, so a general interaction can be symmetric under rotations of space without being invariant under every orthogonal $Q$.

## Normalised orbitals

Put both electrons in an orbital $x$, so that $\Psi=xx^T$, and let $N=\sum_a x_a^2$. The four terms of $W$ contribute
$$E(x)=U'N^2+JN^2+JN^2+K\sum_a x_a^4=(U'+2J)N^2+K\sum_a x_a^4 .$$
In `pairEnergy_eq`, `hpt` evaluates each summand, and `hin` carries out the sum over $b$.

```lean
/-- The energy expression of a doubly occupied orbital contains the fourth powers of its
amplitudes with weight `U - U' - 2J`. -/
theorem pairEnergy_eq (U U' J : ℝ) (x : n → ℝ) :
    pairEnergy U U' J x = (U' + 2 * J) * (∑ a, x a ^ 2) ^ 2
      + (U - U' - 2 * J) * ∑ a, x a ^ 4 := by
  have htr : (vecMulVec x x).trace = ∑ c, x c ^ 2 := by
    simp [Matrix.trace, vecMulVec_apply, pow_two]
  have hpt : ∀ a b, x a * x b * interaction U U' J (vecMulVec x x) a b
      = ((U' + J) * x a ^ 2) * x b ^ 2
        + (if a = b then J * (∑ c, x c ^ 2) * x a ^ 2 + (U - U' - 2 * J) * x a ^ 4
            else 0) := by
    intro a b
    rw [interaction_eq, htr]
    simp only [onsite, Matrix.add_apply, Matrix.smul_apply, Matrix.transpose_apply,
      smul_eq_mul, vecMulVec_apply, Matrix.one_apply, Matrix.diagonal_apply]
    by_cases h : a = b
    · subst h
      simp only [if_true]
      ring
    · simp only [h, if_false]
      ring
  have hin : ∀ a, ∑ b, x a * x b * interaction U U' J (vecMulVec x x) a b
      = ((U' + 2 * J) * ∑ c, x c ^ 2) * x a ^ 2 + (U - U' - 2 * J) * x a ^ 4 := by
    intro a
    rw [Finset.sum_congr rfl (fun b _ => hpt a b), Finset.sum_add_distrib,
      ← Finset.mul_sum, Finset.sum_ite_eq, if_pos (Finset.mem_univ a)]
    ring
  unfold pairEnergy
  rw [Finset.sum_congr rfl (fun a _ => hin a), Finset.sum_add_distrib,
    ← Finset.mul_sum, ← Finset.mul_sum]
  ring
```

For $N=1$ this is the energy expectation value. A basis orbital has $\sum_a x_a^4=1$, and an orbital with amplitudes $\tfrac35,\tfrac45$ has $\tfrac{337}{625}$. Their energies differ by $\tfrac{288}{625}K$, so the energy is the same for all normalised orbitals only if $K=0$; the converse is immediate from the formula.

```lean
/-- With at least two orbitals, all normalised doubly occupied orbitals have the same
energy expectation value if and only if `U = U' + 2J`. -/
theorem pairEnergy_constant_iff [Nontrivial n] (U U' J : ℝ) :
    (∀ x y : n → ℝ, ∑ a, x a ^ 2 = 1 → ∑ a, y a ^ 2 = 1 →
      pairEnergy U U' J x = pairEnergy U U' J y) ↔ U = U' + 2 * J := by
  constructor
  · intro h
    obtain ⟨i, j, hij⟩ := exists_pair_ne n
    -- compare a basis orbital with a mixed one
    have he := h (mix i j 1 0) (mix i j (3 / 5) (4 / 5))
      (by rw [sum_mix_pow hij _ _ two_ne_zero]; norm_num)
      (by rw [sum_mix_pow hij _ _ two_ne_zero]; norm_num)
    rw [pairEnergy_eq, pairEnergy_eq, sum_mix_pow hij _ _ two_ne_zero,
      sum_mix_pow hij _ _ two_ne_zero, sum_mix_pow hij _ _ four_ne_zero,
      sum_mix_pow hij _ _ four_ne_zero] at he
    linarith
  · intro h x y hx hy
    rw [pairEnergy_eq, pairEnergy_eq, hx, hy, h]
    ring
```

Without normalisation, $E(2x)=16E(x)$, and the expression would vary even at $K=0$ unless $U'+2J=0$.

## Zero trace, symmetry and no double occupation

Symmetric amplitudes belong to spin singlets, although spin does not appear in the model. For $\Psi=\mathrm{diag}(f)$ with $\sum_a f_a=0$, the trace term vanishes and
$$W\Psi=(U'+J+K)\Psi=(U-J)\Psi .$$
For symmetric $\Psi$ with zero diagonal, both the trace term and $D(\Psi)$ vanish, so $W\Psi=(U'+J)\Psi$. The proof inserts these simplifications into `interaction_eq`.

```lean
/-- `W` multiplies a combination of doubly occupied basis orbitals whose amplitudes sum
to zero by `U - J`, and a symmetric state without double occupation by `U' + J`. -/
theorem term_energies (U U' J : ℝ) :
    (∀ f : n → ℝ, ∑ a, f a = 0 →
      interaction U U' J (Matrix.diagonal f) = (U - J) • Matrix.diagonal f) ∧
    (∀ Ψ : Matrix n n ℝ, Ψᵀ = Ψ → (∀ a, Ψ a a = 0) →
      interaction U U' J Ψ = (U' + J) • Ψ) := by
  constructor
  · intro f hf
    have hd : onsite (Matrix.diagonal f) = Matrix.diagonal f := by simp [onsite]
    rw [interaction_eq, Matrix.diagonal_transpose, Matrix.trace_diagonal, hf, hd]
    module
  · intro Ψ hs h0
    have hd : onsite Ψ = 0 := by
      ext a b
      simp [onsite, h0, Matrix.diagonal_apply]
    have ht : Ψ.trace = 0 := by simp [Matrix.trace, h0]
    rw [interaction_eq, hs, ht, hd]
    module

end

end OrbitalRotationInvariance
```

A nonzero trace would add $J\,\mathrm{tr}(\Psi)\,1$ in the first case; an antisymmetric $\Psi$ in the second would have energy $U'-J$. The two energies in the theorem differ by $K$. For two orbitals, a rotation by $45^\circ$ turns $(e_1e_1^T-e_2e_2^T)/\sqrt2$ into $(e_1e_2^T+e_2e_1^T)/\sqrt2$, up to sign, so for $K\ne0$ the energy of such a state depends on how it lies relative to the chosen axes.

```lean
#print axioms OrbitalRotationInvariance.rotate_product
-- 'OrbitalRotationInvariance.rotate_product' depends on axioms: [propext, Classical.choice, Quot.sound]
#print axioms OrbitalRotationInvariance.rotation_invariant_iff
-- 'OrbitalRotationInvariance.rotation_invariant_iff' depends on axioms: [propext, Classical.choice, Quot.sound]
#print axioms OrbitalRotationInvariance.pairEnergy_constant_iff
-- 'OrbitalRotationInvariance.pairEnergy_constant_iff' depends on axioms: [propext, Classical.choice, Quot.sound]
#print axioms OrbitalRotationInvariance.term_energies
-- 'OrbitalRotationInvariance.term_energies' depends on axioms: [propext, Classical.choice, Quot.sound]
```
